# At a harmonic minimum with Hessian A, Newton steps with a positive definite model Hessian B converge from every start exactly when 2B − A is positive definite

Take one coordinate \(x\), the energy \(E(x)=\tfrac12 a x^2\), and a guess \(b>0\) for the force constant \(a\). A Newton step divides the gradient \(ax\) by the guess, so it maps \(x\) to \((1-a/b)\,x\). The iterates tend to \(0\) from every start exactly when \(|1-a/b|<1\), that is, when \(0<a<2b\). If the model is too soft by a factor of two, the step lands at \(-x\) and the iteration oscillates for ever; if it is softer still, the oscillation grows. A model that is too stiff only makes the approach slower.

With several coordinates, \(A\) and \(B\) generally have different eigenvectors, but the condition keeps its shape. Let \(A\) be real symmetric and \(B\) positive definite. The iteration \(x\mapsto x-B^{-1}Ax\) converges to \(0\) from every start if and only if \(A\) and \(2B-A\) are both positive definite. At a minimum with positive definite \(A\), only the condition on \(2B-A\) remains. For geometry optimisation with a fixed guessed Hessian and full steps, this says how soft the guess may be, as long as the surface is exactly quadratic.

## Energy balance and convergence

Let \(E(x)=\tfrac12\,x\cdot Ax\), with gradient \(Ax\), and let \(s=B^{-1}Ax\), so that \(Bs=Ax\). The step subtracts \(s\). Since \(A\) is symmetric,

\[
E(x-s)=E(x)-s\cdot Ax+\tfrac12\,s\cdot As
=E(x)-s\cdot Bs+\tfrac12\,s\cdot As
=E(x)-\tfrac12\,s\cdot(2B-A)s .
\]

Suppose that \(A\) and \(G=2B-A\) are positive definite. Write \(x_k\) for the iterates and \(s_k=B^{-1}Ax_k\). The energies \(E(x_k)\) do not increase and are bounded below by \(0\), so they converge, and

\[
s_k\cdot Gs_k=2\bigl(E(x_k)-E(x_{k+1})\bigr)\to0 .
\]

To pass to the \(i\)-th component of \(s_k\), choose \(y\) with \(Gy=e_i\), the \(i\)-th unit vector. The Cauchy–Schwarz inequality for the form \(G\) gives

\[
(s_k)_i^2=(s_k\cdot Gy)^2\le (y\cdot Gy)\,(s_k\cdot Gs_k)\to0 .
\]

Hence \(s_k\to0\), and \(x_k=A^{-1}Bs_k\to0\).

A falling energy does not by itself prove convergence, and it is easy to stop the argument there. In one coordinate with \(a<0\), the quantity \(2b-a\) is positive and the energy falls at every step from \(x\ne0\), yet the factor \(1-a/b\) exceeds \(1\) and the iterates run away down the hill. The lower bound on the energy, which comes from the positivity of \(A\), is essential.

## Directions that never shorten

For the converse, measure squared length by \(N(x)=x\cdot Bx\) and write \(Tx=x-B^{-1}Ax\). For all \(w\) and \(x\),

\[
w\cdot BTx=w\cdot Bx-w\cdot Ax ,
\]

which is symmetric in \(w\) and \(x\). Therefore \(x\cdot BT^2x=Tx\cdot BTx=N(Tx)\), and

\[
0\le N(x-T^2x)=N(x)-2N(Tx)+N(T^2x).
\]

The change of \(N\) in one step is thus never smaller than its change in the step before. If the first step from \(v\) does not shorten \(N\), no later step does.

Suppose one of the two matrices is not positive definite. Then some \(v\ne0\) falls under one of two cases:

- If \(v\cdot Av\le0\), then \(v\cdot BTv\ge N(v)\), and \(0\le N(v-Tv)\) gives \(N(Tv)\ge N(v)\).
- If \(v\cdot(2B-A)v\le0\), then \(v\cdot BTv\le-N(v)\), and \(0\le N(v+Tv)\) gives \(N(Tv)\ge N(v)\).

All iterates from \(v\) then satisfy \(N(T^kv)\ge N(v)>0\). Since \(N\) is continuous and \(N(0)=0\), they cannot tend to \(0\).

## Two coupled coordinates

Let

\[
A=\begin{pmatrix}3/2&1\\1&3/2\end{pmatrix},\qquad B=\tfrac32\,I,\qquad
2B-A=\begin{pmatrix}3/2&-1\\-1&3/2\end{pmatrix}.
\]

Both \(A\) and \(2B-A\) have the eigenvalues \(1/2\) and \(5/2\), so the iteration converges from every start. From \(x_0=(1,0)\) the step subtracts \(s_0=(1,2/3)\), which gives \(x_1=(0,-2/3)\). The energy falls from \(3/4\) to \(1/3\), and the balance agrees: \(\tfrac12\,s_0\cdot(2B-A)s_0=5/12\). The next iterate is \(x_2=(4/9,0)\).

With the softer guess \(B=I\), each diagonal entry of \(A\) is still below twice that of \(B\), but \(2B-A\) has the eigenvalue \(-1/2\). Along \((1,1)\) each step multiplies the position by \(-3/2\), and the iteration diverges.

## The quadratic surface in Lean

The finite type `n` labels the coordinates, and a vector `x : n → ℝ` is the displacement from the stationary point, which sits at the origin. The symbols `⬝ᵥ` and `*ᵥ` are the dot product and the matrix–vector product.

```lean
import Mathlib

open Matrix Filter Topology

namespace ModelHessianNewton

noncomputable section

variable {n : Type*} [Fintype n]

/-- The harmonic energy `x·Ax / 2` of a displacement `x` from the stationary point. -/
def energy (A : Matrix n n ℝ) (x : n → ℝ) : ℝ := (1 / 2) * (x ⬝ᵥ A *ᵥ x)
```

The next two lemmas give the symmetry \(x\cdot My=y\cdot Mx\) and the expansion of a quadratic form along a line.

```lean
/-- A symmetric matrix gives a symmetric bilinear form. -/
theorem form_comm {M : Matrix n n ℝ} (hM : M.IsSymm) (x y : n → ℝ) :
    x ⬝ᵥ M *ᵥ y = y ⬝ᵥ M *ᵥ x := by
  rw [Matrix.dotProduct_mulVec, ← Matrix.mulVec_transpose, hM.eq]
  exact dotProduct_comm _ _

/-- The quadratic form of a symmetric matrix along the line `x + t y`. -/
theorem form_add_smul {M : Matrix n n ℝ} (hM : M.IsSymm) (x y : n → ℝ) (t : ℝ) :
    (x + t • y) ⬝ᵥ M *ᵥ (x + t • y)
      = x ⬝ᵥ M *ᵥ x + 2 * t * (x ⬝ᵥ M *ᵥ y) + t ^ 2 * (y ⬝ᵥ M *ᵥ y) := by
  simp only [Matrix.mulVec_add, Matrix.mulVec_smul, dotProduct_add, add_dotProduct,
    smul_dotProduct, dotProduct_smul, smul_eq_mul]
  linear_combination t * form_comm hM y x
```

Mathlib's `PosDef` contains the symmetry of the matrix as well as its positivity. The following equivalence translates it into positive curvature along every nonzero direction.

```lean
/-- A real matrix is positive definite exactly when it is symmetric and has positive
curvature in every direction. -/
theorem posDef_iff_curvature {M : Matrix n n ℝ} :
    M.PosDef ↔ M.IsSymm ∧ ∀ x : n → ℝ, x ≠ 0 → 0 < x ⬝ᵥ M *ᵥ x := by
  constructor
  · intro h
    refine ⟨(conjTranspose_eq_transpose_of_trivial M).symm.trans h.isHermitian.eq, ?_⟩
    intro x hx
    simpa only [star_trivial] using h.dotProduct_mulVec_pos hx
  · rintro ⟨hs, hp⟩
    rw [Matrix.posDef_iff_dotProduct_mulVec]
    refine ⟨(conjTranspose_eq_transpose_of_trivial M).trans hs.eq, ?_⟩
    intro x hx
    simpa only [star_trivial] using hp x hx
```

## The step and its model equation

In the code, `displacement` is the vector \(s=B^{-1}Ax\) that the step subtracts, so the position changes by \(-s\); `update` is the map \(T\). The gradient enters directly as `A *ᵥ x`; the file does not derive it by differentiating `energy`.

```lean
variable [DecidableEq n]

/-- The vector `B⁻¹ A x`, formed from the model Hessian `B` and the exact gradient `A x`. A Newton
step subtracts it, so the change of position is its negative. -/
def displacement (A B : Matrix n n ℝ) (x : n → ℝ) : n → ℝ := B⁻¹ *ᵥ (A *ᵥ x)

/-- One Newton step with model Hessian `B` on the surface with exact Hessian `A`. -/
def update (A B : Matrix n n ℝ) (x : n → ℝ) : n → ℝ := x - displacement A B x
```

Positive definiteness makes \(\det B\) nonzero, which yields \(Bs=Ax\). Later proofs use this equation in place of the inverse.

```lean
/-- The vector `s = displacement A B x` solves the model Newton equation `B s = A x`. -/
theorem model_equation {B : Matrix n n ℝ} (hB : B.PosDef) (A : Matrix n n ℝ) (x : n → ℝ) :
    B *ᵥ displacement A B x = A *ᵥ x := by
  rw [displacement, Matrix.mulVec_mulVec,
    Matrix.mul_nonsing_inv B (isUnit_iff_ne_zero.mpr hB.det_pos.ne'), Matrix.one_mulVec]
```

## From a vanishing form to vanishing vectors

This lemma is the Cauchy–Schwarz step. The polynomial \(t\mapsto(s_k+ty)\cdot M(s_k+ty)\) is never negative, so its discriminant is at most zero, and that is the inequality `bound`. Taking square roots and squeezing gives convergence of each component.

```lean
/-- If the positive definite quadratic form of a sequence of vectors tends to zero, so do the
vectors. -/
theorem tendsto_zero_of_form {M : Matrix n n ℝ} (hM : M.PosDef) {s : ℕ → n → ℝ}
    (h : Tendsto (fun k => s k ⬝ᵥ M *ᵥ s k) atTop (𝓝 0)) : Tendsto s atTop (𝓝 0) := by
  refine tendsto_pi_nhds.mpr fun i => ?_
  -- `y` represents the `i`-th coordinate in the metric `M`
  obtain ⟨y, hy⟩ : ∃ y : n → ℝ, M *ᵥ y = Pi.single i 1 :=
    ⟨M⁻¹ *ᵥ Pi.single i 1, by
      rw [Matrix.mulVec_mulVec,
        Matrix.mul_nonsing_inv M (isUnit_iff_ne_zero.mpr hM.det_pos.ne'), Matrix.one_mulVec]⟩
  -- Cauchy-Schwarz in the metric `M`, from the sign of a discriminant
  have bound : ∀ k, (s k i) ^ 2 ≤ (y ⬝ᵥ M *ᵥ y) * (s k ⬝ᵥ M *ᵥ s k) := by
    intro k
    have hi : s k ⬝ᵥ M *ᵥ y = s k i := by rw [hy]; simp
    have hd : discrim (y ⬝ᵥ M *ᵥ y) (2 * s k i) (s k ⬝ᵥ M *ᵥ s k) ≤ 0 := by
      refine discrim_le_zero fun t => ?_
      have h0 : 0 ≤ (s k + t • y) ⬝ᵥ M *ᵥ (s k + t • y) := by
        simpa only [star_trivial] using hM.posSemidef.dotProduct_mulVec_nonneg (s k + t • y)
      rw [form_add_smul (posDef_iff_curvature.mp hM).1, hi] at h0
      linarith
    unfold discrim at hd
    linarith
  have hlim : Tendsto (fun k => √((y ⬝ᵥ M *ᵥ y) * (s k ⬝ᵥ M *ᵥ s k))) atTop (𝓝 0) := by
    have h1 := (h.const_mul (y ⬝ᵥ M *ᵥ y)).sqrt
    rwa [mul_zero, Real.sqrt_zero] at h1
  exact squeeze_zero_norm (fun k => Real.abs_le_sqrt (bound k)) hlim
```

## The balance and the obstruction

In `energy_update`, the facts `h1` and `h2` are the symmetry of \(A\) and the model equation paired with \(s\). Once the products are expanded, `linear_combination` adds them with the weights \(-\tfrac12\) and \(1\).

```lean
/-- Energy balance of one step: the energy changes by `-s·(2B - A)s / 2`, where `s = displacement A
B x` is the vector that the step subtracts. -/
theorem energy_update {A B : Matrix n n ℝ} (hA : A.IsSymm) (hB : B.PosDef) (x : n → ℝ) :
    energy A (update A B x) = energy A x
      - (1 / 2) * (displacement A B x ⬝ᵥ ((2 : ℝ) • B - A) *ᵥ displacement A B x) := by
  have h1 := form_comm hA x (displacement A B x)
  have h2 : displacement A B x ⬝ᵥ B *ᵥ displacement A B x
      = displacement A B x ⬝ᵥ A *ᵥ x := by rw [model_equation hB A x]
  simp only [energy, update, two_smul, Matrix.mulVec_sub, Matrix.sub_mulVec,
    Matrix.add_mulVec, dotProduct_sub, sub_dotProduct, dotProduct_add]
  linear_combination (-1 / 2) * h1 + h2
```

The theorem `no_contraction` covers both kinds of bad direction. Here `(update A B)^[k] v` is \(T^kv\), `hT` is the formula for \(w\cdot BTx\), and `pos` states \(N(x+ty)\ge0\). The base case of the induction uses \(t=-1\) or \(t=1\), according to the kind of direction; the successor case is the convexity inequality.

```lean
/-- If the exact curvature along `v` is not positive, or is at least twice the model curvature,
then no iterate started at `v` is shorter than `v` in the metric of the model Hessian. -/
theorem no_contraction {A B : Matrix n n ℝ} (hA : A.IsSymm) (hB : B.PosDef) {v : n → ℝ}
    (hv : v ⬝ᵥ A *ᵥ v ≤ 0 ∨ 2 * (v ⬝ᵥ B *ᵥ v) ≤ v ⬝ᵥ A *ᵥ v) (k : ℕ) :
    v ⬝ᵥ B *ᵥ v ≤ (update A B)^[k] v ⬝ᵥ B *ᵥ (update A B)^[k] v := by
  have hBs := (posDef_iff_curvature.mp hB).1
  have hT : ∀ w x : n → ℝ, w ⬝ᵥ B *ᵥ update A B x = w ⬝ᵥ B *ᵥ x - w ⬝ᵥ A *ᵥ x := by
    intro w x
    rw [update, Matrix.mulVec_sub, model_equation hB, dotProduct_sub]
  have pos : ∀ (x y : n → ℝ) (t : ℝ),
      0 ≤ x ⬝ᵥ B *ᵥ x + 2 * t * (x ⬝ᵥ B *ᵥ y) + t ^ 2 * (y ⬝ᵥ B *ᵥ y) := by
    intro x y t
    rw [← form_add_smul hBs]
    simpa only [star_trivial] using hB.posSemidef.dotProduct_mulVec_nonneg (x + t • y)
  have mono : ∀ j : ℕ, (update A B)^[j] v ⬝ᵥ B *ᵥ (update A B)^[j] v
      ≤ (update A B)^[j + 1] v ⬝ᵥ B *ᵥ (update A B)^[j + 1] v := by
    intro j
    induction j with
    | zero =>
      -- the first step does not shorten `v`
      change v ⬝ᵥ B *ᵥ v ≤ update A B v ⬝ᵥ B *ᵥ update A B v
      have h := hT v v
      rcases hv with hv | hv
      · have p := pos v (update A B v) (-1)
        linarith
      · have p := pos v (update A B v) 1
        linarith
    | succ j ih =>
      -- the squared length is convex along the iteration
      rw [Function.iterate_succ_apply' _ (j + 1)]
      rw [Function.iterate_succ_apply' _ j] at ih ⊢
      generalize (update A B)^[j] v = x at ih ⊢
      have p := pos x (update A B (update A B x)) (-1)
      have h1 := hT x (update A B x)
      have h2 := hT (update A B x) x
      have h3 := form_comm hBs x (update A B x)
      have h4 := form_comm hA x (update A B x)
      linarith
  exact monotone_nat_of_le_succ
    (f := fun j => (update A B)^[j] v ⬝ᵥ B *ᵥ (update A B)^[j] v) mono (Nat.zero_le k)
```

## The convergence criterion

The left side of `converges_iff` says that for every start `x₀` the iterates tend to zero as \(k\to\infty\). The hypotheses are that \(A\) is symmetric and \(B\) is positive definite; the positivity of \(A\) is part of the conclusion.

In the forward direction, `key` passes the inequality \(N(v)\le N(T^kv)\) to the limit and contradicts \(N(v)>0\). In the backward direction, `anti` and `bdd` make the energies converge, `drop` says that twice the energy drops vanish, and `hs` gives \(s_k\to0\). The last lines recover \(x_k=A^{-1}Bs_k\).

```lean
/-- For a symmetric exact Hessian `A` and a positive definite model `B`, the iteration converges
to the stationary point from every start if and only if `A` and `2B - A` are both positive
definite. -/
theorem converges_iff {A B : Matrix n n ℝ} (hA : A.IsSymm) (hB : B.PosDef) :
    (∀ x₀ : n → ℝ, Tendsto (fun k => (update A B)^[k] x₀) atTop (𝓝 0)) ↔
      A.PosDef ∧ ((2 : ℝ) • B - A).PosDef := by
  have hBc := posDef_iff_curvature.mp hB
  constructor
  · intro h
    have cont : Continuous fun x : n → ℝ => x ⬝ᵥ B *ᵥ x := by
      simp only [dotProduct, Matrix.mulVec]
      fun_prop
    -- a direction that is never shortened contradicts convergence
    have key : ∀ v : n → ℝ, v ≠ 0 →
        ¬ (v ⬝ᵥ A *ᵥ v ≤ 0 ∨ 2 * (v ⬝ᵥ B *ᵥ v) ≤ v ⬝ᵥ A *ᵥ v) := by
      intro v hv0 hv
      have h0 : v ⬝ᵥ B *ᵥ v ≤ (0 : n → ℝ) ⬝ᵥ B *ᵥ (0 : n → ℝ) :=
        ge_of_tendsto' ((cont.tendsto 0).comp (h v)) (no_contraction hA hB hv)
      rw [zero_dotProduct] at h0
      exact absurd (hBc.2 v hv0) (not_lt_of_ge h0)
    refine ⟨posDef_iff_curvature.mpr ⟨hA, fun v hv => ?_⟩,
      posDef_iff_curvature.mpr ⟨(hBc.1.smul 2).sub hA, fun v hv => ?_⟩⟩
    · exact lt_of_not_ge fun hc => key v hv (Or.inl hc)
    · have h1 := lt_of_not_ge fun hc => key v hv (Or.inr hc)
      rw [two_smul, Matrix.sub_mulVec, Matrix.add_mulVec, dotProduct_sub, dotProduct_add]
      linarith
  · rintro ⟨hA', hG⟩ x₀
    obtain ⟨x, hxd⟩ : ∃ x : ℕ → n → ℝ, x = fun k => (update A B)^[k] x₀ := ⟨_, rfl⟩
    rw [← hxd]
    have hE : ∀ k, energy A (x (k + 1)) = energy A (x k) - (1 / 2) *
        (displacement A B (x k) ⬝ᵥ ((2 : ℝ) • B - A) *ᵥ displacement A B (x k)) := by
      intro k
      have hx : x (k + 1) = update A B (x k) := by
        rw [hxd]
        exact Function.iterate_succ_apply' _ _ _
      rw [hx]
      exact energy_update hA hB _
    -- the energies decrease and are bounded below, so the drops vanish
    have anti : Antitone fun k => energy A (x k) := antitone_nat_of_succ_le fun k => by
      change energy A (x (k + 1)) ≤ energy A (x k)
      have h1 := hG.posSemidef.dotProduct_mulVec_nonneg (displacement A B (x k))
      rw [star_trivial] at h1
      linarith [hE k]
    have bdd : BddBelow (Set.range fun k => energy A (x k)) := by
      refine ⟨0, ?_⟩
      rintro _ ⟨k, rfl⟩
      have h1 := hA'.posSemidef.dotProduct_mulVec_nonneg (x k)
      rw [star_trivial] at h1
      change 0 ≤ (1 / 2) * (x k ⬝ᵥ A *ᵥ x k)
      linarith
    have lim := tendsto_atTop_ciInf anti bdd
    have drop := (lim.sub (lim.comp (tendsto_add_atTop_nat 1))).const_mul (2 : ℝ)
    rw [sub_self, mul_zero] at drop
    have hs : Tendsto (fun k => displacement A B (x k)) atTop (𝓝 0) := by
      refine tendsto_zero_of_form hG (drop.congr fun k => ?_)
      change 2 * (energy A (x k) - energy A (x (k + 1))) = _
      rw [hE k]
      ring
    -- recover the position from the subtracted vector `s`: `x = A⁻¹ B s`
    have cont : Continuous fun s : n → ℝ => A⁻¹ *ᵥ (B *ᵥ s) :=
      Continuous.matrix_mulVec continuous_const
        (Continuous.matrix_mulVec continuous_const continuous_id)
    have fin := (cont.tendsto 0).comp hs
    simp only [Matrix.mulVec_zero] at fin
    refine fin.congr fun k => ?_
    change A⁻¹ *ᵥ (B *ᵥ displacement A B (x k)) = x k
    rw [model_equation hB, Matrix.mulVec_mulVec,
      Matrix.nonsing_inv_mul A (isUnit_iff_ne_zero.mpr hA'.det_pos.ne'), Matrix.one_mulVec]
```

If \(A\) is known to be positive definite, the first condition is already met.

```lean
/-- At a minimum with positive definite exact Hessian `A`, the Newton iteration with positive
definite model `B` converges from every start if and only if `2B - A` is positive definite. -/
theorem converges_to_minimum_iff {A B : Matrix n n ℝ} (hA : A.PosDef) (hB : B.PosDef) :
    (∀ x₀ : n → ℝ, Tendsto (fun k => (update A B)^[k] x₀) atTop (𝓝 0)) ↔
      ((2 : ℝ) • B - A).PosDef :=
  (converges_iff (posDef_iff_curvature.mp hA).1 hB).trans (and_iff_right hA)
```

Let \(A\) be positive definite, as the theorem below assumes. A positive definite model at least as stiff as the exact Hessian in every direction, meaning that \(B-A\) is positive semidefinite, then gives convergence from every start, because \(2B-A=B+(B-A)\) is positive definite. The example with \(B=\tfrac32 I\) shows that this is sufficient but not necessary: there \(B-A\) is indefinite.

```lean
/-- If the model Hessian is at least as stiff as the exact one in every direction, the iteration
converges to the minimum from every start. -/
theorem converges_of_stiff_model {A B : Matrix n n ℝ} (hA : A.PosDef) (hB : B.PosDef)
    (hAB : (B - A).PosSemidef) (x₀ : n → ℝ) :
    Tendsto (fun k => (update A B)^[k] x₀) atTop (𝓝 0) := by
  refine (converges_to_minimum_iff hA hB).mpr ?_ x₀
  rw [two_smul, add_sub_assoc]
  exact hB.add_posSemidef hAB

end

end ModelHessianNewton
```

```lean
#print axioms ModelHessianNewton.converges_to_minimum_iff
-- 'ModelHessianNewton.converges_to_minimum_iff' depends on axioms: [propext, Classical.choice, Quot.sound]
#print axioms ModelHessianNewton.converges_of_stiff_model
-- 'ModelHessianNewton.converges_of_stiff_model' depends on axioms: [propext, Classical.choice, Quot.sound]
```

The theorems concern a fixed \(B\), full steps and a purely quadratic energy. They give no rate of convergence and do not treat anharmonic terms, line searches or Hessian updates. Positive definite \(A\) also means that no zero modes are present, so for a free molecule the results for a minimum apply only once overall translations and rotations have been removed from the coordinates.
